# Normalised zero-energy derivatives of the free s wave: an overlap condition number that grows at least quadratically

Inside an atomic sphere, an LAPW basis describes the wavefunction by a radial solution at a chosen energy and its energy derivative. Local orbitals can add higher derivatives, which extend the energy range that the basis describes well. The added functions may resemble those already present, and the overlap matrix then becomes ill-conditioned. How fast does this happen as the derivative order rises?

The free s wave in a sphere of radius 1, expanded about zero energy, allows an explicit lower bound on the condition number. With the Hamiltonian $-d^2/dr^2$ and energy $E=k^2$, the radial function (the wavefunction times $r$) is $\sin(kr)/k$. It has slope 1 at the origin at every energy. Let $u_i$ be its $i$-th energy derivative at $E=0$, and let $\varphi_i$ be the positive multiple of $r^{2i+1}$ with unit norm in $L^2(0,1)$. For $i=0,\dots,n+1$, let $G$ be the matrix of overlaps $G_{ij}=\int_0^1\varphi_i\varphi_j\,dr$. Then there are unit vectors $x,y$ with

$$\langle y,Gy\rangle>0,\qquad \langle x,Gx\rangle\ \ge\ \big((4n+5)^2-3\big)\,\langle y,Gy\rangle .$$

The ratio of the largest to the smallest eigenvalue of $G$ is therefore at least $(4n+5)^2-3$. In terms of the highest derivative order $N=n+1$, this is $(4N+1)^2-3$. This simple bound is not the true rate: the condition number grows at least exponentially with $N$, as the last section shows by a separate argument that is not formalised.

## Two nearly parallel orbitals

The sine series gives

$$\frac{\sin kr}{k}=\sum_{i\ge0}\frac{(-1)^i E^i r^{2i+1}}{(2i+1)!},\qquad\text{so}\qquad u_i(r)=\frac{(-1)^i\,i!}{(2i+1)!}\,r^{2i+1}.$$

Differentiating $-u''=Eu$ with respect to $E$ a total of $i+1$ times and setting $E=0$ gives $-u_{i+1}''=(i+1)u_i$, which these functions satisfy.

Since $\int_0^1 r^{4i+2}dr=1/(4i+3)$, the normalised orbital is $\varphi_i=\sqrt{4i+3}\;r^{2i+1}$, and

$$G_{ij}=\sqrt{4i+3}\sqrt{4j+3}\int_0^1 r^{2i+2j+2}dr=\frac{\sqrt{4i+3}\sqrt{4j+3}}{2i+2j+3}.$$

Let $c=G_{n,n+1}$ be the overlap of the last two orbitals, and put $m=(4n+5)^2$. Then

$$c^2=\frac{(4n+3)(4n+7)}{(4n+5)^2}=\frac{m-4}{m}=1-\frac4m ,$$

so $0\le c<1$. With $e_i$ the coordinate vectors, take $x=(e_n+e_{n+1})/\sqrt2$ and $y=(e_n-e_{n+1})/\sqrt2$. Because the diagonal of $G$ is 1, $\langle x,Gx\rangle=1+c$ and $\langle y,Gy\rangle=1-c>0$.

It remains to show $(m-3)(1-c)\le 1+c$. Multiply by $1+c>0$ and use $m(1-c^2)=4$. The left side becomes

$$(m-3)(1-c^2)=4-3(1-c^2)=1+3c^2,$$

and the right side is $1+2c+c^2$. Their difference is $2c(1-c)\ge0$, which proves the bound.

For $n=0$ the orbitals are $\sqrt3\,r$ and $\sqrt7\,r^3$, with $c=\sqrt{21}/5\approx0.9165$. The eigenvalues of the $2\times2$ matrix are $1\pm c$, about $1.9165$ and $0.0835$. Their ratio is $(23+5\sqrt{21})/2\approx22.96$, while the bound gives $22$.

The same calculation serves a free wave of angular momentum $l$, scaled so that its leading term at the origin, a multiple of $r^{l+1}$, is the same at every energy. Its zero-energy derivatives are multiples of $r^{l+2i+1}$, the overlap of the last two satisfies $c^2=1-4/(4n+2l+5)^2$, and the factor becomes $(4n+2l+5)^2-3$. The formal development below treats $l=0$.

## The wave, its derivatives and the overlap matrix in Lean

The function $u_i$ is defined by its explicit formula.

```lean
import Mathlib

open Matrix

namespace HighDerivativeOrbitals

noncomputable section

/-- The `i`-th energy derivative, at zero energy, of the free s wave, which is
`sin (k r) / k` at energy `k ^ 2` for nonzero `k`. -/
def energyDeriv (i : ℕ) (r : ℝ) : ℝ :=
  (-1) ^ i * (Nat.factorial i : ℝ) / (Nat.factorial (2 * i + 1) : ℝ) * r ^ (2 * i + 1)
```

The orbital $\varphi_i$ omits the sign $(-1)^i$ of $u_i$. Restoring these signs would change the signs of some entries of $G$ but leave its eigenvalues alone.

```lean
/-- The radial function `r ^ (2 i + 1)` with the prefactor that normalises it on
`0 < r < 1`. -/
def orbital (i : ℕ) (r : ℝ) : ℝ := √(4 * (i : ℝ) + 3) * r ^ (2 * i + 1)
```

The overlap is an actual integral over $0<r<1$. No weight $r^2$ appears, because the radial functions already contain the factor $r$.

```lean
/-- The overlap integral of two orbitals over `0 < r < 1`. -/
def overlap (i j : ℕ) : ℝ := ∫ r in (0 : ℝ)..1, orbital i r * orbital j r
```

The index type `Fin (n + 2)` has the values $0,\dots,n+1$, so the smallest case, `n = 0`, has two orbitals.

```lean
/-- The overlap (Gram) matrix of the orbitals `0, ..., n + 1`. -/
def gram (n : ℕ) : Matrix (Fin (n + 2)) (Fin (n + 2)) ℝ :=
  Matrix.of fun i j => overlap i j
```

## The link to the free particle

The first theorem says that, for every nonzero real $k$ and every real $r$, the series $\sum_i E^i u_i(r)/i!$ converges to $\sin(kr)/k$. This identifies the functions `energyDeriv i`, divided by $i!$, as the Taylor coefficients in the energy. The proof takes Mathlib's sine series, divides it by $k$, and matches it term by term. The auxiliary statement `alg` cancels $i!$ and one factor of $k$.

```lean
/-- For every nonzero real wave number `k`, the free s wave is the Taylor series in the
energy `k ^ 2` whose derivatives at zero energy are the functions `energyDeriv i`. -/
theorem free_wave_expansion (k : ℝ) (hk : k ≠ 0) (r : ℝ) :
    HasSum (fun i : ℕ => (k ^ 2) ^ i / (Nat.factorial i : ℝ) * energyDeriv i r)
      (Real.sin (k * r) / k) := by
  -- division of a series by `k`, and the cancellation of the factorial, for plain variables
  have key : ∀ (f : ℕ → ℝ) (s : ℝ), HasSum f s → HasSum (fun i => f i / k) (s / k) :=
    fun f s hf => hf.div_const k
  have alg : ∀ K F s G R : ℝ, F ≠ 0 →
      K / F * (s * F / G * R) = s * (k * K * R) / G / k := by
    intro K F s G R hF
    have hF' : F * F⁻¹ = 1 := mul_inv_cancel₀ hF
    have hk' : k * k⁻¹ = 1 := mul_inv_cancel₀ hk
    linear_combination (s * K * R * G⁻¹) * hF' - (s * K * R * G⁻¹) * hk'
  have h := key _ _ (Real.hasSum_sin (k * r))
  have e : ∀ i : ℕ, (k ^ 2) ^ i / (Nat.factorial i : ℝ) * energyDeriv i r =
      (-1) ^ i * (k * r) ^ (2 * i + 1) / (Nat.factorial (2 * i + 1) : ℝ) / k := by
    intro i
    have h1 : (Nat.factorial i : ℝ) ≠ 0 := Nat.cast_ne_zero.mpr (Nat.factorial_ne_zero i)
    have h3 : (k * r) ^ (2 * i + 1) = k * (k ^ 2) ^ i * r ^ (2 * i + 1) := by
      rw [mul_pow, pow_succ k, pow_mul, mul_comm ((k ^ 2) ^ i) k]
    unfold energyDeriv
    rw [h3]
    exact alg _ _ _ _ _ h1
  simp_rw [e]
  exact h
```

The second theorem is the differentiated radial equation. The steps `h1` and `h2` compute the two derivatives of the power, and `hf` splits two factors off $(2i+3)!$ so that they cancel against the exponents.

```lean
/-- The energy derivatives at zero energy obey the differentiated radial equation
`-u'' = (i + 1) v`, where `u` is derivative number `i + 1` and `v` is derivative number `i`. -/
theorem radial_chain (i : ℕ) (r : ℝ) :
    -deriv (deriv (energyDeriv (i + 1))) r = ((i : ℝ) + 1) * energyDeriv i r := by
  let c : ℝ := (-1) ^ (i + 1) * (Nat.factorial (i + 1) : ℝ) /
    (Nat.factorial (2 * (i + 1) + 1) : ℝ)
  have h1 : deriv (energyDeriv (i + 1)) =
      fun s : ℝ => c * (((2 * (i + 1) + 1 : ℕ) : ℝ) * s ^ (2 * (i + 1))) := by
    funext s
    exact ((hasDerivAt_pow (2 * (i + 1) + 1) s).const_mul c).deriv
  have h2 : deriv (fun s : ℝ => c * (((2 * (i + 1) + 1 : ℕ) : ℝ) * s ^ (2 * (i + 1)))) r =
      c * (((2 * (i + 1) + 1 : ℕ) : ℝ) * (((2 * (i + 1) : ℕ) : ℝ) * r ^ (2 * i + 1))) :=
    (((hasDerivAt_pow (2 * (i + 1)) r).const_mul _).const_mul c).deriv
  have hf : (Nat.factorial (2 * (i + 1) + 1) : ℝ) =
      (2 * (i : ℝ) + 3) * ((2 * (i : ℝ) + 2) * (Nat.factorial (2 * i + 1) : ℝ)) := by
    rw [show 2 * (i + 1) + 1 = (2 * i + 1) + 1 + 1 by ring, Nat.factorial_succ,
      Nat.factorial_succ]
    push_cast
    ring
  have h0 : (Nat.factorial (2 * i + 1) : ℝ) ≠ 0 := by
    exact_mod_cast Nat.factorial_ne_zero (2 * i + 1)
  have h3 : 2 * (i : ℝ) + 3 ≠ 0 := by positivity
  have h4 : 2 * (i : ℝ) + 2 ≠ 0 := by positivity
  rw [h1, h2]
  simp only [c, energyDeriv]
  rw [hf, Nat.factorial_succ i]
  push_cast
  field_simp
  ring
```

## Overlaps in closed form

The product of two orbitals is a constant times $r^{2i+2j+2}$, and `integral_pow` integrates it.

```lean
/-- The overlap integrals in closed form. -/
theorem overlap_eq (i j : ℕ) :
    overlap i j = √(4 * (i : ℝ) + 3) * √(4 * (j : ℝ) + 3) / (2 * (i : ℝ) + 2 * j + 3) := by
  have h : ∀ r : ℝ, orbital i r * orbital j r =
      √(4 * (i : ℝ) + 3) * √(4 * (j : ℝ) + 3) * r ^ (2 * i + 2 * j + 2) := by
    intro r
    unfold orbital
    ring
  unfold overlap
  simp_rw [h]
  rw [intervalIntegral.integral_const_mul, integral_pow, one_pow,
    zero_pow (Nat.succ_ne_zero _), sub_zero]
  push_cast
  ring
```

Setting $j=i$ gives the normalisation.

```lean
/-- Each orbital is normalised. -/
theorem overlap_self (i : ℕ) : overlap i i = 1 := by
  have h : (0 : ℝ) < 4 * (i : ℝ) + 3 := by positivity
  rw [overlap_eq, Real.mul_self_sqrt h.le,
    show 2 * (i : ℝ) + 2 * i + 3 = 4 * i + 3 by ring, div_self h.ne']
```

The next lemma is the formula $c^2=1-4/(4n+5)^2$. The square roots disappear on squaring (`h1`, `h2`), and `field_simp` with `ring` checks the remaining identity between rational functions.

```lean
/-- The squared overlap of consecutive orbitals falls short of one by `4 / (4 n + 5) ^ 2`. -/
theorem neighbour_overlap_sq (n : ℕ) :
    overlap n (n + 1) ^ 2 = 1 - 4 / (4 * (n : ℝ) + 5) ^ 2 := by
  have h1 : √(4 * (n : ℝ) + 3) ^ 2 = 4 * (n : ℝ) + 3 := Real.sq_sqrt (by positivity)
  have h2 : √(4 * ((n + 1 : ℕ) : ℝ) + 3) ^ 2 = 4 * ((n + 1 : ℕ) : ℝ) + 3 :=
    Real.sq_sqrt (by positivity)
  have e : 2 * (n : ℝ) + 2 * ((n + 1 : ℕ) : ℝ) + 3 = 4 * n + 5 := by
    push_cast
    ring
  have h5 : 4 * (n : ℝ) + 5 ≠ 0 := by positivity
  rw [overlap_eq, e, div_pow, mul_pow, h1, h2]
  push_cast
  field_simp
  ring
```

## From one pair to the whole matrix

A vector with entry $s$ at position $a$ and $t$ at position $b$ is written `Pi.single a s + Pi.single b t`. Its quadratic form involves only four matrix entries, whatever the size of the matrix.

```lean
/-- The quadratic form of a matrix on a combination of two basis vectors. -/
theorem pair_form {m : ℕ} (M : Matrix (Fin m) (Fin m) ℝ) (a b : Fin m) (s t : ℝ) :
    (Pi.single a s + Pi.single b t) ⬝ᵥ M *ᵥ (Pi.single a s + Pi.single b t) =
      s * s * M a a + s * t * (M a b + M b a) + t * t * M b b := by
  simp [Matrix.mulVec_add, add_dotProduct, dotProduct_add, single_dotProduct]
  ring
```

In the main theorem, `x ⬝ᵥ x = 1` says that $x$ is a unit vector, and `x ⬝ᵥ gram n *ᵥ x` is $\langle x,Gx\rangle$. The number `s` satisfies $s^2=1/2$ and stands for $1/\sqrt2$. Applying `pair_form` to the identity matrix shows that both vectors have unit length; applying it to `gram n` gives $1+c$ and $1-c$ in `hx` and `hy`. The final lines follow the derivation above: the inequality is multiplied by $1+c$, `h4` supplies $m(1-c^2)=4$, and `hq` supplies $c(1-c)\ge0$.

```lean
/-- There are two unit coefficient vectors such that the quadratic form of the Gram matrix is
positive on the second and at least `(4 n + 5) ^ 2 - 3` times as large on the first. -/
theorem gram_spread (n : ℕ) :
    ∃ x y : Fin (n + 2) → ℝ, x ⬝ᵥ x = 1 ∧ y ⬝ᵥ y = 1 ∧ 0 < y ⬝ᵥ gram n *ᵥ y ∧
      ((4 * (n : ℝ) + 5) ^ 2 - 3) * (y ⬝ᵥ gram n *ᵥ y) ≤ x ⬝ᵥ gram n *ᵥ x := by
  let a : Fin (n + 2) := ⟨n, by omega⟩
  let b : Fin (n + 2) := ⟨n + 1, by omega⟩
  have hab : a ≠ b := by simp [a, b]
  obtain ⟨s, hs⟩ : ∃ s : ℝ, s * s = 1 / 2 :=
    ⟨√(1 / 2), Real.mul_self_sqrt (by norm_num)⟩
  obtain ⟨c, hc⟩ : ∃ c : ℝ, c = overlap n (n + 1) := ⟨_, rfl⟩
  have haa : gram n a a = 1 := overlap_self n
  have hbb : gram n b b = 1 := overlap_self (n + 1)
  have h12 : gram n a b = c := hc.symm
  have h21 : gram n b a = c := by
    rw [hc]
    change overlap (n + 1) n = overlap n (n + 1)
    simp only [overlap, mul_comm]
  have unit : ∀ t : ℝ, t * t = 1 / 2 →
      (Pi.single a s + Pi.single b t : Fin (n + 2) → ℝ) ⬝ᵥ
        (Pi.single a s + Pi.single b t) = 1 := by
    intro t ht
    have h := pair_form 1 a b s t
    rw [Matrix.one_mulVec, Matrix.one_apply_eq, Matrix.one_apply_eq,
      Matrix.one_apply_ne hab, Matrix.one_apply_ne hab.symm] at h
    linarith
  -- the overlap `c` lies in [0, 1), and `c ^ 2 = 1 - 4 / (4 n + 5) ^ 2`
  have hc0 : 0 ≤ c := by
    rw [hc, overlap_eq]
    positivity
  have hm : (0 : ℝ) < (4 * (n : ℝ) + 5) ^ 2 := by positivity
  have hsq : c ^ 2 = 1 - 4 / (4 * (n : ℝ) + 5) ^ 2 := by
    rw [hc, neighbour_overlap_sq]
  have hc1 : c < 1 := by
    have : 0 < 4 / (4 * (n : ℝ) + 5) ^ 2 := by positivity
    nlinarith
  have h4 : (4 * (n : ℝ) + 5) ^ 2 * (1 - c ^ 2) = 4 := by
    rw [hsq, sub_sub_cancel, mul_div_cancel₀ _ hm.ne']
  -- the normalised sum and difference of the last two orbitals
  have hx : (Pi.single a s + Pi.single b s) ⬝ᵥ gram n *ᵥ
      (Pi.single a s + Pi.single b s) = 1 + c := by
    rw [pair_form, haa, hbb, h12, h21]
    linear_combination (2 + 2 * c) * hs
  have hy : (Pi.single a s + Pi.single b (-s)) ⬝ᵥ gram n *ᵥ
      (Pi.single a s + Pi.single b (-s)) = 1 - c := by
    rw [pair_form, haa, hbb, h12, h21]
    linear_combination (2 - 2 * c) * hs
  refine ⟨Pi.single a s + Pi.single b s, Pi.single a s + Pi.single b (-s),
    unit s hs, unit (-s) (by linarith [neg_mul_neg s s]), ?_, ?_⟩
  · rw [hy]
    linarith
  · rw [hx, hy]
    have hp : 0 < 1 + c := by linarith
    refine le_of_mul_le_mul_left ?_ hp
    have hq : 0 ≤ c * (1 - c) := mul_nonneg hc0 (by linarith)
    linear_combination 2 * hq + h4
```

The last theorem states the consequence for the condition number without mentioning eigenvalues. If `lo` and `hi` bound the quadratic form from below and above on all unit vectors, then `hi` is at least $(4n+5)^2-3$ times `lo`. The proof applies the lower bound to $y$ and the upper bound to $x$.

```lean
/-- If the Gram form on unit vectors lies between `lo` and `hi`, then `hi` is at least
`(4 n + 5) ^ 2 - 3` times `lo`. -/
theorem condition_number_bound (n : ℕ) (lo hi : ℝ)
    (hlo : ∀ v : Fin (n + 2) → ℝ, v ⬝ᵥ v = 1 → lo ≤ v ⬝ᵥ gram n *ᵥ v)
    (hhi : ∀ v : Fin (n + 2) → ℝ, v ⬝ᵥ v = 1 → v ⬝ᵥ gram n *ᵥ v ≤ hi) :
    ((4 * (n : ℝ) + 5) ^ 2 - 3) * lo ≤ hi := by
  obtain ⟨x, y, hx, hy, -, h⟩ := gram_spread n
  have hn : (0 : ℝ) ≤ n := Nat.cast_nonneg n
  have hk : 0 ≤ (4 * (n : ℝ) + 5) ^ 2 - 3 := by nlinarith
  exact (mul_le_mul_of_nonneg_left (hlo y hy) hk).trans (h.trans (hhi x hx))

end

end HighDerivativeOrbitals
```

```lean
#print axioms HighDerivativeOrbitals.free_wave_expansion
#print axioms HighDerivativeOrbitals.radial_chain
#print axioms HighDerivativeOrbitals.condition_number_bound
```

```
'HighDerivativeOrbitals.free_wave_expansion' depends on axioms: [propext, Classical.choice, Quot.sound]
'HighDerivativeOrbitals.radial_chain' depends on axioms: [propext, Classical.choice, Quot.sound]
'HighDerivativeOrbitals.condition_number_bound' depends on axioms: [propext, Classical.choice, Quot.sound]
```

The best choices of `lo` and `hi` are the smallest and largest eigenvalues of $G$. The smallest is positive, because $\langle v,Gv\rangle$ is the squared norm of $\sum_i v_i\varphi_i$ and distinct powers of $r$ are linearly independent. Dividing by it turns the inequality into the bound on the condition number; this last step is ordinary linear algebra added to the formal theorem.

## Scope of the bound

For free s-wave derivatives at zero energy, normalising each function separately does not keep the overlap matrix well conditioned as the order grows. In an electronic-structure calculation, such a matrix would enter the generalised eigenvalue problem and could amplify rounding errors there.

The model has no potential and a single expansion energy, and its functions are not combined to vanish at the sphere boundary, as local orbitals are. The convention for the wave also matters. Here its slope at the origin is fixed; if the wave were instead normalised in the sphere at every energy, its first energy derivative would be orthogonal to it. Finally, the estimate uses only the last two orbitals, and the true growth is much faster than quadratic. The Chebyshev polynomial $T_{2N+1}(r)$ is a combination of $r,r^3,\dots,r^{2N+1}$ that stays between $-1$ and $1$ on the interval $(0,1)$, although its leading coefficient is $4^N$. Written as $\sum_i v_i\varphi_i$, it has $\langle v,Gv\rangle\le1$ and $\langle v,v\rangle\ge v_N^2=16^N/(4N+3)$. The smallest eigenvalue of $G$ is therefore at most $(4N+3)/16^N$. The largest is at least 1, because the diagonal entries are 1, so the condition number is at least $16^N/(4N+3)$.
